# The two-band energy of minimal bilayer graphene exceeds the exact one in magnitude by at most |p|⁴/g³

When a low-energy calculation for bilayer graphene replaces the four-band Hamiltonian by a 2×2 matrix quadratic in momentum, it needs a range of momenta where the replacement is accurate enough. For the non-interacting model of Bernal-stacked bilayer graphene near a valley, with one in-plane coupling and one interlayer coupling g > 0, the theorems below bound the error of the low-energy levels at each momentum. Here |p| is the in-plane velocity times the size of the momentum measured from the valley.

```lean
import Mathlib

open Matrix
open scoped ComplexConjugate

namespace BilayerGrapheneReduction

noncomputable section
```

The first line loads Mathlib, Lean's mathematical library. The two `open` lines make matrix notation and `conj` available, and the last two lines start a namespace for the names below and a section whose definitions need not be executable. In the prose, p̄ is the complex conjugate of p and † the conjugate transpose.

```lean
/-- A number `E` is a level of the matrix `M` if `M` has a nonzero eigenvector with eigenvalue `E`. -/
def IsLevel {n : Type*} [Fintype n] (M : Matrix n n ℂ) (E : ℂ) : Prop :=
  ∃ ψ : n → ℂ, ψ ≠ 0 ∧ M *ᵥ ψ = E • ψ
```

`IsLevel M E` says that Mψ = Eψ for some nonzero vector ψ. The type `n` labels the basis states, `*ᵥ` is matrix times vector, and `•` is multiplication by a number.

## The four-site model

```lean
/-- The in-plane coupling between the non-dimer and the dimer sites at complex momentum `p`. -/
def hop (p : ℂ) : Matrix (Fin 2) (Fin 2) ℂ := !![conj p, 0; 0, p]
```

This is B = diag(p̄, p). The complex number p encodes the two momentum components measured from a valley, with the velocity absorbed, so it has units of energy.

```lean
/-- The interlayer coupling `g` between the two dimer sites. -/
def dimer (g : ℝ) : Matrix (Fin 2) (Fin 2) ℂ := !![0, (g : ℂ); (g : ℂ), 0]
```

This is D. The dimer sites are the two atoms stacked directly above one another, and the real number g is the hopping between them.

```lean
/-- The four-band bilayer Hamiltonian, with the non-dimer sites in the first block. -/
def bilayer (g : ℝ) (p : ℂ) : Matrix (Fin 2 ⊕ Fin 2) (Fin 2 ⊕ Fin 2) ℂ :=
  fromBlocks 0 (hop p) (hop p)ᴴ (dimer g)
```

The Hamiltonian is

H = [[0, B], [B†, D]].

The index type `Fin 2 ⊕ Fin 2` is two pairs of sites: `.inl 0` and `.inl 1` are the non-dimer sites, `.inr 0` and `.inr 1` the dimer sites. Layer bias, skew interlayer hopping and interactions are absent.

```lean
/-- The two-band Hamiltonian, quadratic in the momentum. -/
def effective (g : ℝ) (p : ℂ) : Matrix (Fin 2) (Fin 2) ℂ :=
  (-(1 / (g : ℂ))) • !![0, (conj p) ^ 2; p ^ 2, 0]
```

The effective matrix is

H_eff = -(1/g) [[0, p̄²], [p², 0]].

```lean
/-- The energy `(√(g² + 4|p|²) - g) / 2`. -/
def lowEnergy (g : ℝ) (p : ℂ) : ℝ := (Real.sqrt (g ^ 2 + 4 * ‖p‖ ^ 2) - g) / 2
```

Call this energy L:

L = (√(g² + 4|p|²) - g)/2.

At this stage it is only a formula; that it is a level is proved later.

```lean
theorem mul_conj_norm (p : ℂ) : p * conj p = (‖p‖ : ℂ) ^ 2 := by
  simp [Complex.mul_conj, Complex.normSq_eq_norm_sq]
```

This lemma is p p̄ = |p|², with the real modulus `‖p‖` regarded as a complex number.

## Eliminating the dimer sites

```lean
/-- For nonzero interlayer coupling the dimer block is invertible, and eliminating it at zero
energy gives the two-band Hamiltonian. -/
theorem schur_reduction {g : ℝ} (hg : g ≠ 0) (p : ℂ) :
    dimer g * (dimer g)⁻¹ = 1 ∧
      -(hop p * (dimer g)⁻¹ * (hop p)ᴴ) = effective g p := by
  have hg' : (g : ℂ) ≠ 0 := Complex.ofReal_ne_zero.mpr hg
  have hinv : dimer g * !![0, 1 / (g : ℂ); 1 / (g : ℂ), 0] = 1 := by
    ext i j
    fin_cases i <;> fin_cases j <;> simp [dimer, Matrix.mul_apply, Fin.sum_univ_two, hg']
  have hH : (hop p)ᴴ = !![p, 0; 0, conj p] := by
    ext i j
    fin_cases i <;> fin_cases j <;> simp [hop, Matrix.conjTranspose_apply]
  rw [Matrix.inv_eq_right_inv hinv]
  refine ⟨hinv, ?_⟩
  rw [hH]
  ext i j
  fin_cases i <;> fin_cases j <;>
    simp [hop, effective] <;> ring
```

Let φ be the non-dimer amplitudes and χ the dimer amplitudes. Setting E = 0 in the dimer rows gives B†φ + Dχ = 0, so χ = -D⁻¹B†φ. The other rows, Bχ = Eφ, become

-B D⁻¹ B† φ = Eφ.

Since D⁻¹ = (1/g)[[0, 1], [1, 0]] and B† = diag(p, p̄), the product B D⁻¹ B† has off-diagonal entries p̄²/g and p²/g, which gives H_eff. The theorem states this matrix identity and the invertibility of D, for any g ≠ 0. Lean checks the proposed inverse and then the identity entry by entry; `fin_cases` lists the entries.

## The exact spectrum

```lean
/-- The eigenvalue equation of the bilayer, written out for the four site amplitudes. -/
theorem bilayer_eigen_iff (g : ℝ) (p E : ℂ) (ψ : Fin 2 ⊕ Fin 2 → ℂ) :
    bilayer g p *ᵥ ψ = E • ψ ↔
      conj p * ψ (.inr 0) = E * ψ (.inl 0) ∧ p * ψ (.inr 1) = E * ψ (.inl 1) ∧
      p * ψ (.inl 0) + g * ψ (.inr 1) = E * ψ (.inr 0) ∧
      conj p * ψ (.inl 1) + g * ψ (.inr 0) = E * ψ (.inr 1) := by
  simp [funext_iff, Sum.forall, Fin.forall_fin_two, bilayer, hop, dimer, Matrix.mulVec,
    dotProduct, Fintype.sum_sum_type, Fin.sum_univ_two, and_assoc]
```

Write a, b for the non-dimer amplitudes and c, d for the dimer ones, in index order. Then Hψ = Eψ means

p̄c = Ea,  pd = Eb,
pa + gd = Ec,  p̄b + gc = Ed.

```lean
/-- The exact four-band spectrum: `E` is a level exactly when `E² + gE = |p|²` or
`E² - gE = |p|²`. -/
theorem bilayer_level_iff (g : ℝ) (p E : ℂ) :
    IsLevel (bilayer g p) E ↔
      E ^ 2 + g * E = (‖p‖ : ℂ) ^ 2 ∨ E ^ 2 - g * E = (‖p‖ : ℂ) ^ 2 := by
  have hp := mul_conj_norm p
  constructor
  · rintro ⟨ψ, hψ, h⟩
    obtain ⟨h1, h2, h3, h4⟩ := (bilayer_eigen_iff g p E ψ).mp h
    by_contra hn
    obtain ⟨n1, n2⟩ := not_or.mp hn
    -- the odd and even combinations of the dimer amplitudes decouple
    have ht : (E ^ 2 + g * E - (‖p‖ : ℂ) ^ 2) * (ψ (.inr 0) - ψ (.inr 1)) = 0 := by
      linear_combination (-E) * h3 - p * h1 + ψ (.inr 0) * hp
        + E * h4 + conj p * h2 - ψ (.inr 1) * hp
    have hs : (E ^ 2 - g * E - (‖p‖ : ℂ) ^ 2) * (ψ (.inr 0) + ψ (.inr 1)) = 0 := by
      linear_combination (-E) * h3 - p * h1 + ψ (.inr 0) * hp
        - E * h4 - conj p * h2 + ψ (.inr 1) * hp
    have ht' := (mul_eq_zero.mp ht).resolve_left (sub_ne_zero.mpr n1)
    have hs' := (mul_eq_zero.mp hs).resolve_left (sub_ne_zero.mpr n2)
    have hc : ψ (.inr 0) = 0 := by linear_combination (hs' + ht') / 2
    have hd : ψ (.inr 1) = 0 := by linear_combination (hs' - ht') / 2
    -- then the non-dimer amplitudes vanish as well
    have hab : ψ (.inl 0) = 0 ∧ ψ (.inl 1) = 0 := by
      by_cases hE : E = 0
      · have hp0 : p ≠ 0 := fun h0 => n1 (by simp [hE, h0])
        have hq0 : conj p ≠ 0 := by simpa using hp0
        have ha : p * ψ (.inl 0) = 0 := by linear_combination h3 - g * hd + E * hc
        have hb : conj p * ψ (.inl 1) = 0 := by linear_combination h4 - g * hc + E * hd
        exact ⟨(mul_eq_zero.mp ha).resolve_left hp0, (mul_eq_zero.mp hb).resolve_left hq0⟩
      · have ha : E * ψ (.inl 0) = 0 := by linear_combination -h1 + conj p * hc
        have hb : E * ψ (.inl 1) = 0 := by linear_combination -h2 + p * hd
        exact ⟨(mul_eq_zero.mp ha).resolve_left hE, (mul_eq_zero.mp hb).resolve_left hE⟩
    apply hψ
    funext i
    rcases i with i | i <;> fin_cases i
    exacts [hab.1, hab.2, hc, hd]
  · intro h
    by_cases h0 : p = 0 ∧ E = 0
    · obtain ⟨rfl, rfl⟩ := h0
      refine ⟨Sum.elim ![1, 0] ![0, 0], fun h' => ?_, ?_⟩
      · simpa using congrFun h' (.inl 0)
      · rw [bilayer_eigen_iff]
        simp
    · rcases h with h | h
      · refine ⟨Sum.elim ![conj p, -p] ![E, -E], fun h' => h0 ⟨?_, ?_⟩, ?_⟩
        · simpa using congrFun h' (.inl 0)
        · simpa using congrFun h' (.inr 0)
        · rw [bilayer_eigen_iff]
          simp only [Sum.elim_inl, Sum.elim_inr, Matrix.cons_val_zero, Matrix.cons_val_one]
          refine ⟨by ring, by ring, ?_, ?_⟩
          · linear_combination hp - h
          · linear_combination h - hp
      · refine ⟨Sum.elim ![conj p, p] ![E, E], fun h' => h0 ⟨?_, ?_⟩, ?_⟩
        · simpa using congrFun h' (.inl 0)
        · simpa using congrFun h' (.inr 0)
        · rw [bilayer_eigen_iff]
          simp only [Sum.elim_inl, Sum.elim_inr, Matrix.cons_val_zero, Matrix.cons_val_one]
          refine ⟨by ring, by ring, ?_, ?_⟩
          · linear_combination hp - h
          · linear_combination hp - h
```

Multiply the last two equations by E and use the first two to remove a and b:

|p|²c + gEd = E²c,
|p|²d + gEc = E²d.

Their difference and sum are

(E² + gE - |p|²)(c - d) = 0,
(E² - gE - |p|²)(c + d) = 0.

If neither bracket vanishes, then c = d = 0. What remains is Ea = Eb = 0 and pa = p̄b = 0. For E ≠ 0 this gives a = b = 0. For E = 0, p cannot vanish, since the brackets would, so again a = b = 0. A nonzero eigenvector therefore requires one of the two quadratic equations.

Conversely, (p̄, -p, E, -E) solves the first case and (p̄, p, E, E) the second. Normalisation divides either by √(2(|p|² + E²)), so the total weight on the dimer sites is E²/(|p|² + E²). When p = E = 0 these vectors vanish, and (1, 0, 0, 0) is used instead.

In the code, `ht` and `hs` are the difference and sum equations. The tactic `linear_combination` is given the multiples of known equations to add, and checks the resulting algebra.

```lean
/-- For `g ≠ 0`, the levels of the two-band Hamiltonian are exactly the solutions of `(gE)² = |p|⁴`.
-/
theorem effective_level_iff {g : ℝ} (hg : g ≠ 0) (p E : ℂ) :
    IsLevel (effective g p) E ↔ (g * E) ^ 2 = (‖p‖ : ℂ) ^ 4 := by
  have hp := mul_conj_norm p
  have hg' : (g : ℂ) ≠ 0 := Complex.ofReal_ne_zero.mpr hg
  have key : ∀ φ : Fin 2 → ℂ, effective g p *ᵥ φ = E • φ ↔
      -((conj p) ^ 2 * φ 1) = E * φ 0 * g ∧ -(p ^ 2 * φ 0) = E * φ 1 * g := by
    intro φ
    have h0 : (effective g p *ᵥ φ) 0 = -((conj p) ^ 2 * φ 1) / g := by
      simp [effective, Matrix.mulVec, dotProduct, Fin.sum_univ_two]
      ring
    have h1 : (effective g p *ᵥ φ) 1 = -(p ^ 2 * φ 0) / g := by
      simp [effective, Matrix.mulVec, dotProduct, Fin.sum_univ_two]
      ring
    rw [funext_iff, Fin.forall_fin_two, h0, h1, Pi.smul_apply, Pi.smul_apply, smul_eq_mul,
      smul_eq_mul, div_eq_iff hg', div_eq_iff hg']
  constructor
  · rintro ⟨φ, hφ, h⟩
    obtain ⟨h1, h2⟩ := (key φ).mp h
    by_contra hn
    -- applying the Hamiltonian twice multiplies each amplitude by the same number
    have ha : ((g * E) ^ 2 - (‖p‖ : ℂ) ^ 4) * φ 0 = 0 := by
      linear_combination (-(g * E)) * h1 + (conj p) ^ 2 * h2
        + φ 0 * (p * conj p + (‖p‖ : ℂ) ^ 2) * hp
    have hb : ((g * E) ^ 2 - (‖p‖ : ℂ) ^ 4) * φ 1 = 0 := by
      linear_combination (-(g * E)) * h2 + p ^ 2 * h1
        + φ 1 * (p * conj p + (‖p‖ : ℂ) ^ 2) * hp
    apply hφ
    funext i
    fin_cases i
    exacts [(mul_eq_zero.mp ha).resolve_left (sub_ne_zero.mpr hn),
      (mul_eq_zero.mp hb).resolve_left (sub_ne_zero.mpr hn)]
  · intro h
    by_cases h0 : p = 0
    · have hE : E = 0 := by simpa [h0, hg] using h
      refine ⟨![1, 0], fun h' => ?_, (key _).mpr ?_⟩
      · simpa using congrFun h' 0
      · simp [h0, hE]
    · have hf : (g * E - (‖p‖ : ℂ) ^ 2) * (g * E + (‖p‖ : ℂ) ^ 2) = 0 := by
        linear_combination h
      rcases mul_eq_zero.mp hf with h' | h'
      · refine ⟨![conj p, -p], fun hz => h0 (by simpa using congrFun hz 0), (key _).mpr ?_⟩
        simp only [Matrix.cons_val_zero, Matrix.cons_val_one]
        constructor
        · linear_combination conj p * hp - conj p * h'
        · linear_combination (-p) * hp + p * h'
      · refine ⟨![conj p, p], fun hz => h0 (by simpa using congrFun hz 0), (key _).mpr ?_⟩
        simp only [Matrix.cons_val_zero, Matrix.cons_val_one]
        constructor
        · linear_combination (-conj p) * hp - conj p * h'
        · linear_combination (-p) * hp - p * h'
```

For the two-band matrix with amplitudes φ₀, φ₁, the equations (`key` in the code) are

-p̄²φ₁ = gEφ₀,  -p²φ₀ = gEφ₁.

Using one in the other gives (gE)²φ₀ = |p|⁴φ₀, and likewise for φ₁. Hence E = ±|p|²/g. For p ≠ 0 the normalised eigenvectors are (p̄, ∓p)/(√2|p|); for p = 0, (1, 0) serves.

## Bounding the error

```lean
/-- For `g > 0`, a nonnegative energy with `E² + gE = q²` lies between `q²/g - q⁴/g³` and `q²/g`. -/
theorem branch_bounds {g q E : ℝ} (hg : 0 < g) (hE : 0 ≤ E) (h : E ^ 2 + g * E = q ^ 2) :
    q ^ 2 / g - q ^ 4 / g ^ 3 ≤ E ∧ E ≤ q ^ 2 / g := by
  constructor
  · have h4 : q ^ 4 = (E ^ 2 + g * E) ^ 2 := by rw [h]; ring
    have hdiff : E - (q ^ 2 / g - q ^ 4 / g ^ 3) = E ^ 3 * (E + 2 * g) / g ^ 3 := by
      rw [h4, ← h]
      field_simp
      ring
    have hpos : 0 ≤ E ^ 3 * (E + 2 * g) / g ^ 3 := by positivity
    linarith
  · rw [le_div_iff₀ hg]
    nlinarith [sq_nonneg E]
```

Here q plays the part of |p|. The upper bound follows from gE = q² - E² ≤ q². For the lower one, substitute q² = E(E + g):

E - (q²/g - q⁴/g³) = E³(E + 2g)/g³ ≥ 0.

`field_simp` clears the denominators, `ring` finishes the identity, and `positivity` supplies the sign.

```lean
/-- For `g > 0`, the energies `± lowEnergy g p` are exact levels of the bilayer, and `lowEnergy g p`
lies between `|p|²/g - |p|⁴/g³` and `|p|²/g`. -/
theorem bilayer_low_energy {g : ℝ} (hg : 0 < g) (p : ℂ) :
    IsLevel (bilayer g p) (lowEnergy g p : ℂ) ∧
    IsLevel (bilayer g p) (-(lowEnergy g p : ℂ)) ∧
    ‖p‖ ^ 2 / g - ‖p‖ ^ 4 / g ^ 3 ≤ lowEnergy g p ∧ lowEnergy g p ≤ ‖p‖ ^ 2 / g := by
  have hs : Real.sqrt (g ^ 2 + 4 * ‖p‖ ^ 2) ^ 2 = g ^ 2 + 4 * ‖p‖ ^ 2 :=
    Real.sq_sqrt (by positivity)
  have hle : g ≤ Real.sqrt (g ^ 2 + 4 * ‖p‖ ^ 2) :=
    (Real.le_sqrt' hg).mpr (by nlinarith [sq_nonneg ‖p‖])
  have h0 : 0 ≤ lowEnergy g p := by unfold lowEnergy; linarith
  have h : lowEnergy g p ^ 2 + g * lowEnergy g p = ‖p‖ ^ 2 := by
    unfold lowEnergy
    linear_combination hs / 4
  have hC : (lowEnergy g p : ℂ) ^ 2 + g * (lowEnergy g p : ℂ) = (‖p‖ : ℂ) ^ 2 := by
    exact_mod_cast h
  refine ⟨(bilayer_level_iff g p _).mpr (Or.inl hC),
    (bilayer_level_iff g p _).mpr (Or.inr ?_), branch_bounds hg h0 h⟩
  linear_combination hC
```

For g > 0, the square root is at least g, so L ≥ 0, and squaring gives L² + gL = |p|². The spectrum theorem then makes L a level, and -L too, because it solves the second quadratic. The previous lemma gives

|p|²/g - |p|⁴/g³ ≤ L ≤ |p|²/g.

For p ≠ 0 the positive two-band energy |p|²/g is thus too large by at most a fraction |p|²/g² of itself. At p = 0 both bounds and L are zero, and the four-band levels are 0 and ±g.

The same algebra handles the outer bands. The number L + g solves E² - gE = |p|², so adding g to both bounds encloses the upper outer level.

```lean
/-- Every real level `E` of the bilayer with `|E| < g` has `|E|` between
`|p|²/g - |p|⁴/g³` and `|p|²/g`. -/
theorem all_low_levels {g E : ℝ} {p : ℂ} (hEg : |E| < g)
    (hE : IsLevel (bilayer g p) (E : ℂ)) :
    ‖p‖ ^ 2 / g - ‖p‖ ^ 4 / g ^ 3 ≤ |E| ∧ |E| ≤ ‖p‖ ^ 2 / g := by
  have hg : 0 < g := lt_of_le_of_lt (abs_nonneg E) hEg
  obtain ⟨hl, hr⟩ := abs_lt.mp hEg
  apply branch_bounds hg (abs_nonneg E)
  rw [sq_abs]
  -- each branch restricts the sign of E
  rcases (bilayer_level_iff g p E).mp hE with h | h
  · have h' : E ^ 2 + g * E = ‖p‖ ^ 2 := by exact_mod_cast h
    have hn : 0 ≤ E := by
      by_contra hneg
      nlinarith [mul_pos (neg_pos.mpr (not_le.mp hneg)) (by linarith : 0 < E + g),
        sq_nonneg ‖p‖]
    rw [abs_of_nonneg hn, h']
  · have h' : E ^ 2 - g * E = ‖p‖ ^ 2 := by exact_mod_cast h
    have hn : E ≤ 0 := by
      by_contra hpos
      nlinarith [mul_pos (not_le.mp hpos) (by linarith : 0 < g - E), sq_nonneg ‖p‖]
    rw [abs_of_nonpos hn]
    linarith

end

end BilayerGrapheneReduction
```

This theorem applies to any real level with |E| < g, not just the explicit root. If E(E + g) = |p|², the positive factor E + g forces E ≥ 0. If E(E - g) = |p|², the negative factor E - g forces E ≤ 0. Either way |E|² + g|E| = |p|², and the bounds follow. Such levels exist only for |p|² < 2g²; at larger momenta the statement is empty.

```lean
#print axioms BilayerGrapheneReduction.schur_reduction
#print axioms BilayerGrapheneReduction.effective_level_iff
#print axioms BilayerGrapheneReduction.bilayer_low_energy
#print axioms BilayerGrapheneReduction.all_low_levels
```

```
'BilayerGrapheneReduction.schur_reduction' depends on axioms: [propext, Classical.choice, Quot.sound]
'BilayerGrapheneReduction.effective_level_iff' depends on axioms: [propext, Classical.choice, Quot.sound]
'BilayerGrapheneReduction.bilayer_low_energy' depends on axioms: [propext, Classical.choice, Quot.sound]
'BilayerGrapheneReduction.all_low_levels' depends on axioms: [propext, Classical.choice, Quot.sound]
```
